# A bound on plane-wave level shifts under a change of local potential, uniform in the wave vector

## Changing the form factors

In the empirical pseudopotential method, a few Fourier components of a crystal potential are adjusted until the computed bands agree with measured transition energies. Each adjustment can move levels at every wave vector. How far can a level move, given only the changes in the Fourier components?

For a local one-electron potential in a fixed finite plane-wave basis, a single number, computed from those changes, is an upper bound on the shift. It contains no kinetic energies, so it serves all wave vectors at once.

## Hamiltonian and statement

Take $N$ distinct reciprocal vectors $G_i$, real kinetic energies $T_i$ and a potential with Fourier components $V(Q)$. The Hamiltonian is

$$H^V_{ij}=T_i\,\delta_{ij}+V(G_i-G_j),\qquad V(-Q)=\overline{V(Q)}.$$

The second condition says that the potential is real in position space, and it makes $H^V$ Hermitian. Let $E_0^V\le E_1^V\le\dots\le E_{N-1}^V$ be its eigenvalues with multiplicity, and let $\mathcal D$ be the set of all differences $G_i-G_j$. If $W$ is another real potential, then for every $k$

$$|E_k^W-E_k^V|\le S,\qquad S=\sum_{Q\in\mathcal D}|W(Q)-V(Q)|.$$

In Lean this is `level_shift_le`. The correspondence is as follows.

- The finite type `n` labels the plane waves, and `T : n → ℝ` is arbitrary.
- `G : n → L` takes values in any abelian group, and `Function.Injective G` says that the vectors are distinct.
- `IsRealPotential` is the condition on $V(-Q)$.
- `differences G` is a finite set, so each $Q$ counts once however many pairs produce it.
- `level` counts from 0 at the lowest energy. Mathlib's `eigenvalues₀` is in decreasing order, hence the `k.rev` in the definition.

Both Hamiltonians use the same vectors and kinetic energies. Nonlocal pseudopotentials and the error from truncating the basis lie beyond this model.

## From expectation values to levels

Let $A$ and $B$ be Hermitian and suppose that $x^\dagger Ax\le x^\dagger Bx+c\|x\|^2$ for all $x$. Write their eigenvalues in decreasing order, $a_0\ge a_1\ge\dots$ and $b_0\ge b_1\ge\dots$, with orthonormal eigenvectors $u_j$ and $v_j$.

Fix $k$. Requiring $x\perp u_j$ for $j>k$ and $x\perp v_j$ for $j<k$ imposes $N-1$ linear conditions in $N$ dimensions, so some $x\ne0$ satisfies them all. For this $x$,

$$x^\dagger Ax=\sum_{j\le k}a_j|\langle u_j,x\rangle|^2\ge a_k\|x\|^2,\qquad
x^\dagger Bx=\sum_{j\ge k}b_j|\langle v_j,x\rangle|^2\le b_k\|x\|^2.$$

Hence $a_k\|x\|^2\le(b_k+c)\|x\|^2$, and division by $\|x\|^2>0$ gives $a_k\le b_k+c$.

## Bounding the perturbation

Put $U=W-V$. Since $2|x_i||x_j|\le|x_i|^2+|x_j|^2$,

$$\Big|\sum_{i,j}\overline{x_i}\,U(G_i-G_j)\,x_j\Big|
\le\tfrac12\sum_{i,j}|U(G_i-G_j)|\,\big(|x_i|^2+|x_j|^2\big).$$

For fixed $i$, the differences $G_i-G_j$ are distinct members of $\mathcal D$, so $\sum_j|U(G_i-G_j)|\le S$. The same holds for the sum over $i$ at fixed $j$. The right-hand side is therefore at most $\tfrac12S\|x\|^2+\tfrac12S\|x\|^2=S\|x\|^2$.

The kinetic terms cancel in $H^W-H^V$, so the previous result applies with $c=S$ and gives $E_k^W\le E_k^V+S$. Exchanging $V$ and $W$ gives the other inequality.

If vectors may repeat, the bound can fail. Two equal vectors with equal kinetic energies, $V=0$ and $W(0)=c>0$ give an upper level that moves by $2c$, while $S=c$.

## One and two plane waves

With one plane wave, $\mathcal D=\{0\}$ and the level is $T+V(0)$, so the shift equals $S$. Equality also holds for any number of waves when only the $Q=0$ component changes, by a real $c$: then $H^W=H^V+c\,\mathbb 1$ and every level moves by $c$. This is `level_shift_sharp`.

With two waves, $G=0$ and $G=g\neq0$ in Euclidean space, and equal kinetic energies $T$, the levels are $T+V(0)\pm|V(g)|$. Raising $|V(g)|$ by $\delta>0$ at fixed phase moves each by $\delta$. The bound gives $2\delta$, because $g$ and $-g$ both count.

## Gaps, and a shell in the diamond structure

For Bloch states `blochKinetic` sets $T_i=|\kappa+G_i|^2/2$ in atomic units. The difference between level $p$ at $\kappa'$ and level $q$ at $\kappa$ changes by the difference of two level shifts, each at most $S$ in size, hence by at most $2S$. This is `gap_shift_le`, which covers direct and indirect gaps between chosen wave vectors, with the same list of $G_i$ at both.

In a diamond-structure calculation with the origin midway between the two atoms, the components are $V(Q)=v(|Q|)\cos(Q\cdot\tau)$ with $\tau=\tfrac a8(1,1,1)$, where $a$ is the cubic lattice constant. The shell $Q=\tfrac{2\pi}{a}(\pm1,\pm1,\pm1)$ has eight vectors, each with $|\cos(Q\cdot\tau)|=1/\sqrt2$. Changing that form factor $v$ by 0.001 hartree gives $S\le 8\times0.001/\sqrt2\approx0.0057$ hartree. No level moves further than this at any $\kappa$, and no gap changes by more than about 0.0113 hartree.

## The Lean file

```lean
import Mathlib

open Matrix Finset

noncomputable section

namespace EmpiricalPseudopotential

variable {n L E : Type*} [Fintype n] [DecidableEq n] [AddCommGroup L]
  [NormedAddCommGroup E] [InnerProductSpace ℂ E]

/-- The Fourier components of a real local potential: `V(-Q)` is the conjugate of `V(Q)`. -/
def IsRealPotential (V : L → ℂ) : Prop := ∀ Q, V (-Q) = star (V Q)

/-- The plane-wave Hamiltonian: kinetic energies `T` on the diagonal plus `V(G - G')`. -/
def hamiltonian (T : n → ℝ) (G : n → L) (V : L → ℂ) : Matrix n n ℂ :=
  Matrix.diagonal (fun i => (T i : ℂ)) + Matrix.of fun i j => V (G i - G j)

open Classical in
/-- The set of all differences `G - G'` of the chosen reciprocal vectors. -/
def differences (G : n → L) : Finset L :=
  univ.image fun p : n × n => G p.1 - G p.2

omit [Fintype n] in
/-- The plane-wave Hamiltonian of a real potential is Hermitian. -/
theorem hamiltonian_isHermitian (T : n → ℝ) (G : n → L) {V : L → ℂ}
    (hV : IsRealPotential V) : (hamiltonian T G V).IsHermitian := by
  refine (Matrix.isHermitian_diagonal_iff.mpr fun i => ?_).add ?_
  · exact Complex.conj_ofReal (T i)
  · ext i j
    simp only [Matrix.conjTranspose_apply, Matrix.of_apply]
    rw [← hV, neg_sub]

/-- The energy levels of the plane-wave Hamiltonian, counted with multiplicity from the lowest. -/
def level (T : n → ℝ) (G : n → L) {V : L → ℂ} (hV : IsRealPotential V)
    (k : Fin (Fintype.card n)) : ℝ :=
  (hamiltonian_isHermitian T G hV).eigenvalues₀ k.rev

/-- In an orthonormal eigenbasis, the expectation value of a symmetric operator is the sum of
its eigenvalues weighted by the squared amplitudes. -/
theorem expectation_eq_sum {N : ℕ} (u : OrthonormalBasis (Fin N) ℂ E) {T : E →ₗ[ℂ] E}
    (hT : T.IsSymmetric) (a : Fin N → ℝ) (ha : ∀ j, T (u j) = (a j : ℂ) • u j) (x : E) :
    (inner ℂ x (T x)).re = ∑ j, a j * ‖inner ℂ (u j) x‖ ^ 2 := by
  rw [← u.sum_inner_mul_inner x (T x), Complex.re_sum]
  refine sum_congr rfl fun j _ => ?_
  rw [← hT (u j) x, ha j, inner_smul_left, ← inner_conj_symm x (u j), Complex.conj_ofReal,
    Complex.sq_norm, Complex.normSq_apply]
  generalize inner ℂ (u j) x = z
  simp only [Complex.mul_re, Complex.mul_im, Complex.conj_re, Complex.conj_im,
    Complex.ofReal_re, Complex.ofReal_im]
  ring

/-- For two orthonormal bases and an index `k`, some nonzero state is orthogonal to all vectors
after the `k`-th in the first basis and to all vectors before the `k`-th in the second. -/
theorem exists_trial_state {N : ℕ} (u v : OrthonormalBasis (Fin N) ℂ E) (k : Fin N) :
    ∃ x : E, x ≠ 0 ∧ (∀ j, k < j → inner ℂ (u j) x = 0) ∧
      ∀ j, j < k → inner ℂ (v j) x = 0 := by
  have : FiniteDimensional ℂ E := Module.Finite.of_basis u.toBasis
  -- one linear condition for each index other than `k`
  let f : E →ₗ[ℂ] ({j : Fin N // j ≠ k} → ℂ) :=
    { toFun := fun x j => inner ℂ (if k < j.1 then u j.1 else v j.1) x
      map_add' := fun x y => by ext j; exact inner_add_right _ _ _
      map_smul' := fun c x => by ext j; exact inner_smul_right _ _ _ }
  have hlt : Module.finrank ℂ ({j : Fin N // j ≠ k} → ℂ) < Module.finrank ℂ E := by
    rw [Module.finrank_fintype_fun_eq_card, Module.finrank_eq_card_basis u.toBasis]
    exact Fintype.card_subtype_lt (x := k) (by simp)
  obtain ⟨x, hx, hx0⟩ :=
    Submodule.exists_mem_ne_zero_of_ne_bot (LinearMap.ker_ne_bot_of_finrank_lt (f := f) hlt)
  have hf : ∀ j : {j : Fin N // j ≠ k},
      inner ℂ (if k < j.1 then u j.1 else v j.1) x = 0 :=
    fun j => congrFun (LinearMap.mem_ker.mp hx) j
  refine ⟨x, hx0, fun j hj => ?_, fun j hj => ?_⟩
  · simpa only [if_pos hj] using hf ⟨j, hj.ne'⟩
  · simpa only [if_neg hj.not_gt] using hf ⟨j, hj.ne⟩

/-- For Hermitian matrices `A` and `B`, if the expectation values of `A` exceed those of `B` by at
most `c` times the squared norm, then each ordered eigenvalue of `A` exceeds that of `B` by at most
`c`. -/
theorem eigenvalue_le_of_form_le {A B : Matrix n n ℂ} (hA : A.IsHermitian)
    (hB : B.IsHermitian) (c : ℝ)
    (h : ∀ x : n → ℂ, (star x ⬝ᵥ A *ᵥ x).re ≤ (star x ⬝ᵥ B *ᵥ x).re + c * ∑ i, ‖x i‖ ^ 2)
    (k : Fin (Fintype.card n)) : hA.eigenvalues₀ k ≤ hB.eigenvalues₀ k + c := by
  have hS := isSymmetric_toEuclideanLin_iff.2 hA
  have hR := isSymmetric_toEuclideanLin_iff.2 hB
  have hN : Module.finrank ℂ (EuclideanSpace ℂ n) = Fintype.card n := finrank_euclideanSpace
  change hS.eigenvalues hN k ≤ hR.eigenvalues hN k + c
  have key (M : Matrix n n ℂ) (x : EuclideanSpace ℂ n) :
      inner ℂ x (Matrix.toEuclideanLin M x) = star x.ofLp ⬝ᵥ M *ᵥ x.ofLp := by
    rw [EuclideanSpace.inner_eq_star_dotProduct, dotProduct_comm]
    rfl
  let u := hS.eigenvectorBasis hN
  let v := hR.eigenvectorBasis hN
  obtain ⟨x, hx0, hu, hv⟩ := exists_trial_state u v k
  have lower : hS.eigenvalues hN k * ‖x‖ ^ 2 ≤
      (inner ℂ x (Matrix.toEuclideanLin A x)).re := by
    rw [expectation_eq_sum u hS _ (fun j => hS.apply_eigenvectorBasis hN j),
      ← u.sum_sq_norm_inner_right x, mul_sum]
    refine sum_le_sum fun j _ => ?_
    rcases le_or_gt j k with hj | hj
    · exact mul_le_mul_of_nonneg_right (hS.eigenvalues_antitone hN hj) (sq_nonneg _)
    · simp [hu j hj]
  have upper : (inner ℂ x (Matrix.toEuclideanLin B x)).re ≤
      hR.eigenvalues hN k * ‖x‖ ^ 2 := by
    rw [expectation_eq_sum v hR _ (fun j => hR.apply_eigenvectorBasis hN j),
      ← v.sum_sq_norm_inner_right x, mul_sum]
    refine sum_le_sum fun j _ => ?_
    rcases le_or_gt k j with hj | hj
    · exact mul_le_mul_of_nonneg_right (hR.eigenvalues_antitone hN hj) (sq_nonneg _)
    · simp [hv j hj]
  have hx := h x.ofLp
  rw [← key, ← key, ← EuclideanSpace.norm_sq_eq] at hx
  have hpos : 0 < ‖x‖ ^ 2 := pow_pos (norm_pos_iff.mpr hx0) 2
  exact le_of_mul_le_mul_right (by linarith) hpos

omit [DecidableEq n] in
/-- On distinct reciprocal vectors, the expectation value of a local potential `U` is bounded by
the sum of `|U(Q)|` over all differences `Q`, times the squared norm of the state. -/
theorem potential_form_le {G : n → L} (hG : Function.Injective G) (U : L → ℂ) (x : n → ℂ) :
    ‖star x ⬝ᵥ (Matrix.of fun i j => U (G i - G j)) *ᵥ x‖ ≤
      (∑ Q ∈ differences G, ‖U Q‖) * ∑ i, ‖x i‖ ^ 2 := by
  classical
  -- a family of distinct differences contributes at most the full sum
  have part (g : n → L) (hg : Function.Injective g) (hm : ∀ j, g j ∈ differences G) :
      ∑ j, ‖U (g j)‖ ≤ ∑ Q ∈ differences G, ‖U Q‖ := by
    rw [← sum_image (s := univ) (g := g) (f := fun Q => ‖U Q‖) (by
      intro a _ b _ hab
      exact hg hab)]
    refine sum_le_sum_of_subset_of_nonneg (fun Q hQ => ?_) fun _ _ _ => norm_nonneg _
    obtain ⟨j, _, rfl⟩ := mem_image.mp hQ
    exact hm j
  have mem (i j : n) : G i - G j ∈ differences G :=
    mem_image.mpr ⟨(i, j), mem_univ _, rfl⟩
  have row (i : n) := part (fun j => G i - G j)
    (fun _ _ h => hG (sub_right_inj.mp h)) (mem i)
  have col (j : n) := part (fun i => G i - G j)
    (fun _ _ h => hG (sub_left_inj.mp h)) (fun i => mem i j)
  calc _ = ‖∑ i, ∑ j, star (x i) * (U (G i - G j) * x j)‖ := by
        simp [dotProduct, Matrix.mulVec, mul_sum]
    _ ≤ ∑ i, ∑ j, ‖x i‖ * (‖U (G i - G j)‖ * ‖x j‖) :=
        (norm_sum_le _ _).trans (sum_le_sum fun i _ =>
          (norm_sum_le _ _).trans (le_of_eq (by simp)))
    _ ≤ ∑ i, ∑ j, (‖U (G i - G j)‖ * (‖x i‖ ^ 2 / 2) +
          ‖U (G i - G j)‖ * (‖x j‖ ^ 2 / 2)) :=
        sum_le_sum fun i _ => sum_le_sum fun j _ => by
          nlinarith [mul_nonneg (norm_nonneg (U (G i - G j))) (sq_nonneg (‖x i‖ - ‖x j‖))]
    _ = ∑ i, (∑ j, ‖U (G i - G j)‖) * (‖x i‖ ^ 2 / 2) +
          ∑ j, (∑ i, ‖U (G i - G j)‖) * (‖x j‖ ^ 2 / 2) := by
        simp only [sum_add_distrib, sum_mul]
        congr 1
        exact sum_comm
    _ ≤ ∑ i, (∑ Q ∈ differences G, ‖U Q‖) * (‖x i‖ ^ 2 / 2) +
          ∑ j, (∑ Q ∈ differences G, ‖U Q‖) * (‖x j‖ ^ 2 / 2) :=
        add_le_add
          (sum_le_sum fun i _ => mul_le_mul_of_nonneg_right (row i) (by positivity))
          (sum_le_sum fun j _ => mul_le_mul_of_nonneg_right (col j) (by positivity))
    _ = _ := by
        rw [← mul_sum, ← sum_div]
        ring

/-- On distinct reciprocal vectors, replacing the real potential `V` by another real potential `W`
moves each ordered level by at most the sum of `|W(Q) - V(Q)|` over all differences `Q`,
whatever the kinetic energies. -/
theorem level_shift_le (T : n → ℝ) {G : n → L} (hG : Function.Injective G) {V W : L → ℂ}
    (hV : IsRealPotential V) (hW : IsRealPotential W) (k : Fin (Fintype.card n)) :
    |level T G hW k - level T G hV k| ≤ ∑ Q ∈ differences G, ‖W Q - V Q‖ := by
  have one {A B : L → ℂ} (hA : IsRealPotential A) (hB : IsRealPotential B) :
      level T G hA k ≤ level T G hB k + ∑ Q ∈ differences G, ‖A Q - B Q‖ := by
    refine eigenvalue_le_of_form_le _ _ _ (fun x => ?_) _
    have hsplit : hamiltonian T G A = hamiltonian T G B +
        Matrix.of fun i j => (fun Q => A Q - B Q) (G i - G j) := by
      ext i j
      simp [hamiltonian]
    rw [hsplit, Matrix.add_mulVec, dotProduct_add, Complex.add_re]
    have := (Complex.re_le_norm _).trans (potential_form_le hG (fun Q => A Q - B Q) x)
    linarith
  have h1 := one hW hV
  have h2 := one hV hW
  simp only [norm_sub_rev (V _) (W _)] at h2
  exact abs_le.mpr ⟨by linarith, by linarith⟩

/-- The bound is attained: on distinct reciprocal vectors, if two real potentials differ only by
a real constant `c` in the component `Q = 0`, each level moves by exactly the bound. -/
theorem level_shift_sharp (T : n → ℝ) {G : n → L} (hG : Function.Injective G) {V W : L → ℂ}
    (hV : IsRealPotential V) (hW : IsRealPotential W) (c : ℝ) (h0 : W 0 = V 0 + c)
    (hne : ∀ Q, Q ≠ 0 → W Q = V Q) (k : Fin (Fintype.card n)) :
    |level T G hW k - level T G hV k| = ∑ Q ∈ differences G, ‖W Q - V Q‖ := by
  have hsplit : hamiltonian T G W =
      hamiltonian T G V + Matrix.diagonal fun _ => (c : ℂ) := by
    ext i j
    by_cases hij : i = j
    · subst hij
      simp [hamiltonian, h0, add_assoc]
    · simp [hamiltonian, hij, hne _ (sub_ne_zero.mpr (hG.ne hij))]
  have form (x : n → ℂ) : (star x ⬝ᵥ hamiltonian T G W *ᵥ x).re =
      (star x ⬝ᵥ hamiltonian T G V *ᵥ x).re + c * ∑ i, ‖x i‖ ^ 2 := by
    rw [hsplit, Matrix.add_mulVec, dotProduct_add, Complex.add_re]
    congr 1
    rw [mul_sum, dotProduct, Complex.re_sum]
    refine sum_congr rfl fun i _ => ?_
    rw [Matrix.mulVec_diagonal, Complex.sq_norm, Complex.normSq_apply]
    simp [Complex.mul_re, Complex.mul_im]
    ring
  have h1 : level T G hW k ≤ level T G hV k + c :=
    eigenvalue_le_of_form_le _ _ c (fun x => (form x).le) _
  have h2 : level T G hV k ≤ level T G hW k + -c :=
    eigenvalue_le_of_form_le _ _ (-c) (fun x => by linarith [form x]) _
  have hc : level T G hW k - level T G hV k = c := by linarith
  obtain ⟨i⟩ : Nonempty n := Fintype.card_pos_iff.mp ((Nat.zero_le _).trans_lt k.isLt)
  have hmem : (0 : L) ∈ differences G := by
    classical
    exact mem_image.mpr ⟨(i, i), mem_univ _, sub_self _⟩
  rw [hc, sum_eq_single_of_mem 0 hmem (fun Q _ hQ => by simp [hne Q hQ]), h0]
  simp

/-- The kinetic energies `|κ + G|² / 2` at Bloch wave vector `κ`, in atomic units. -/
def blochKinetic {d : ℕ} (G : n → EuclideanSpace ℝ (Fin d)) (κ : EuclideanSpace ℝ (Fin d))
    (i : n) : ℝ := ‖κ + G i‖ ^ 2 / 2

/-- On distinct reciprocal vectors, replacing one real potential by another changes the energy
difference between level `p` at `κ'` and level `q` at `κ` by at most twice the sum of
`|W(Q) - V(Q)|` over all differences `Q` of those vectors, for all wave vectors `κ` and `κ'`. -/
theorem gap_shift_le {d : ℕ} {G : n → EuclideanSpace ℝ (Fin d)} (hG : Function.Injective G)
    {V W : EuclideanSpace ℝ (Fin d) → ℂ} (hV : IsRealPotential V) (hW : IsRealPotential W)
    (κ κ' : EuclideanSpace ℝ (Fin d)) (p q : Fin (Fintype.card n)) :
    |(level (blochKinetic G κ') G hW p - level (blochKinetic G κ) G hW q) -
      (level (blochKinetic G κ') G hV p - level (blochKinetic G κ) G hV q)| ≤
      2 * ∑ Q ∈ differences G, ‖W Q - V Q‖ := by
  have h1 := abs_le.mp (level_shift_le (blochKinetic G κ') hG hV hW p)
  have h2 := abs_le.mp (level_shift_le (blochKinetic G κ) hG hV hW q)
  exact abs_le.mpr ⟨by linarith [h1.1, h2.2], by linarith [h1.2, h2.1]⟩

end EmpiricalPseudopotential
```

```lean
#print axioms EmpiricalPseudopotential.level_shift_sharp
-- 'EmpiricalPseudopotential.level_shift_sharp' depends on axioms: [propext, Classical.choice, Quot.sound]
#print axioms EmpiricalPseudopotential.gap_shift_le
-- 'EmpiricalPseudopotential.gap_shift_le' depends on axioms: [propext, Classical.choice, Quot.sound]
```

## How the lemmas fit together

`expectation_eq_sum` expands $\langle x,Tx\rangle$ in an eigenbasis; here `T` is an operator. Symmetry moves it onto the basis vector, where it becomes a real eigenvalue.

`exists_trial_state` is the dimension count. The linear map `f` collects one inner product for each index other than `k`. Its target has smaller dimension than the space, so its kernel contains a nonzero vector.

`eigenvalue_le_of_form_le` combines the two. The step `key` identifies the inner product with the matrix expression $x^\dagger Mx$. The steps `lower` and `upper` compare the sums term by term: the ordering of the eigenvalues handles one range of `j`, and orthogonality removes the other. The last line cancels $\|x\|^2$.

`potential_form_le` bounds the perturbation. Its auxiliary statement `part` says that a family of distinct differences contributes at most the full sum, and `row` and `col` apply it using injectivity of `G`. In the `calc` chain, `nlinarith` obtains the product inequality from $(|x_i|-|x_j|)^2\ge0$.

In `level_shift_le`, `one` is the one-sided bound for any two real potentials, and `hsplit` separates the perturbation from the Hamiltonian. Using `one` in both orders gives the absolute value. `level_shift_sharp` applies the eigenvalue comparison with `c` and `-c`, which fixes the shift exactly, and then reduces the sum to its $Q=0$ term. `gap_shift_le` combines two instances of `level_shift_le` by linear arithmetic.
